# The 180° rule at a triple point of three phases with linear chemical potentials

Take three phases A, B and C of one pure substance whose chemical potentials, measured relative to that of A, are

μ_A = 0, μ_B = −T, μ_C = p,

where T and p are temperature and pressure in suitable units, counted from a reference state. A and B coexist on the line T = 0. On that line μ_C − μ_A = p. For p > 0, phase C lies above the other two and the A–B boundary is stable. For p < 0, C lies below both, so the prolongation of the boundary runs through the region of C. The difference μ_C − μ_A is linear along the A–B line and changes sign at the triple point, and the same happens for any three linear potentials whose gradients, drawn as points in a plane, do not lie on one line.

## Three planes over the temperature-pressure plane

Near a reference state, each phase P is described to first order by

μ_P(T, p) = h_P − s_P T + v_P p,

with T and p counted from that state. Here s_P, v_P and h_P are the molar entropy, the molar volume and the chemical potential at the reference state; h_P is not the enthalpy. Write Δs_B = s_B − s_A, Δs_C = s_C − s_A, and likewise for v and h. Let

D = Δs_B Δv_C − Δs_C Δv_B.

The three gradients (−s_P, v_P) are called non-collinear if, as points of a plane, they do not lie on one line. This is the case exactly when D ≠ 0. Physically, the entropy and volume changes of the transitions A→B and A→C are then not proportional.

Suppose D ≠ 0. Then there is exactly one triple point x₀. The region where a given phase is lowest, ties included, is convex and contains no straight line. The A–B coexistence set is a full line through x₀; on one side of x₀ both A and B lie below C, and on the other C is strictly lowest.

**Two differences fix the state.** Suppose μ_B − μ_A and μ_C − μ_A each take the same value at two states that differ by (δT, δp). Then

−Δs_B δT + Δv_B δp = 0,

−Δs_C δT + Δv_C δp = 0.

Δv_B times the second equation minus Δv_C times the first gives D δT = 0. Δs_B times the second minus Δs_C times the first gives D δp = 0. Hence δT = δp = 0. In particular, there is at most one triple point.

**A triple point exists.** The conditions are Δs_B T − Δv_B p = Δh_B and Δs_C T − Δv_C p = Δh_C. Cramer's rule gives

T₀ = (Δh_B Δv_C − Δh_C Δv_B) / D,

p₀ = (Δs_C Δh_B − Δs_B Δh_C) / D.

On substitution into the first condition, the terms in Δh_C cancel and Δh_B D / D = Δh_B remains. In the second, the terms in Δh_B cancel and Δh_C remains.

**The regions are convex.** For a, b ≥ 0 with a + b = 1, linearity gives μ_P(a x + b y) = a μ_P(x) + b μ_P(y). If μ_A ≤ μ_B and μ_A ≤ μ_C hold at x and y, they therefore hold at a x + b y.

**The regions contain no line.** Along x + t d, each potential changes at the constant rate

r_P = −s_P d_T + v_P d_p.

If the whole line lay in the region of A, then μ_B − μ_A and μ_C − μ_A would be linear in t and nonnegative for every t, so both slopes would vanish. The states x and x + d would then have the same two differences, which forces d = 0. For the regions of B and C, relabel the phases cyclically, which leaves D unchanged.

**The boundary enters the third phase.** Choose

d = (Δv_B, Δs_B) / D.

Then r_B − r_A = (−Δs_B Δv_B + Δv_B Δs_B) / D = 0, and r_C − r_A = (−Δs_C Δv_B + Δv_C Δs_B) / D = 1. The second value shows that d ≠ 0. At x₀ + t d we have

μ_A = μ_B, μ_C − μ_A = t,

which gives the ordering on both sides. Conversely, let x be any state with μ_A = μ_B, and set t = μ_C(x) − μ_A(x). Then x and x₀ + t d have the same two differences, so they coincide.

The usual rule speaks of angles: each one-phase region meets the triple point with an angle below 180°. Here each region is bounded by two lines through x₀ and so is a wedge with its tip there. Convexity excludes angles strictly between 180° and 360°, and the absence of a line excludes a half-plane and the whole plane. When the three boundaries of a phase diagram are computed separately, this gives a check on how they meet, as long as the linear approximation is good near the triple point. It does not test the values of h, s and v, since the rule holds for all values with D ≠ 0.

## A numerical triple point

In dimensionless units, let (h, s, v) be (0, 1, 1) for A, (1, 2, 2) for B and (1, 4, 6) for C. Then Δs_B = Δv_B = 1, Δs_C = 3, Δv_C = 5 and Δh_B = Δh_C = 1, so

D = 1·5 − 3·1 = 2, T₀ = (5 − 1)/2 = 2, p₀ = (3 − 1)/2 = 1.

All three potentials equal −1 at (2, 1). The direction is d = (1/2, 1/2). At t = 2 the state is (3, 2), with μ_A = μ_B = −1 and μ_C = 1. At t = −2 it is (1, 0), with μ_A = μ_B = −1 and μ_C = −3, so C is strictly lowest.

## Phases, potentials and stable regions in Lean

```lean
import Mathlib

namespace CoexistenceLines
```

A phase is a triple of real numbers. No sign is imposed on entropy or volume.

```lean
/-- A phase with linearised thermodynamics: chemical potential `h` at the origin of the
temperature-pressure plane, molar entropy `s` and molar volume `v`. -/
structure Phase where
  h : ℝ
  s : ℝ
  v : ℝ
```

A state is a pair `x = (T, p)`, with `x.1` the temperature and `x.2` the pressure. It ranges over the whole real plane. Curvature of the potentials, and with it heat capacity and compressibility, is absent from the model.

```lean
/-- The chemical potential `h - s T + v p` of a phase at the state `x = (T, p)`. -/
def mu (P : Phase) (x : ℝ × ℝ) : ℝ := P.h - P.s * x.1 + P.v * x.2
```

The function `rate` is r_P, and `disc` is D.

```lean
/-- The rate of change of the chemical potential along a direction `d` in the plane. -/
def rate (P : Phase) (d : ℝ × ℝ) : ℝ := -P.s * d.1 + P.v * d.2

/-- The determinant of the entropy and volume differences of phases `B` and `C` relative to phase
`A`. -/
def disc (A B C : Phase) : ℝ :=
  (B.s - A.s) * (C.v - A.v) - (C.s - A.s) * (B.v - A.v)
```

A triple point requires two equalities; the third follows from them.

```lean
/-- The three phases have equal chemical potentials at `x`. -/
def IsTriple (A B C : Phase) (x : ℝ × ℝ) : Prop := mu A x = mu B x ∧ mu A x = mu C x
```

The first argument of `stableRegion` is the phase that is lowest, so `stableRegion B C A` is the region of B. Because ties count, neighbouring regions share their boundary.

```lean
/-- The states at which phase `A` has the lowest chemical potential of the three,
ties included. -/
def stableRegion (A B C : Phase) : Set (ℝ × ℝ) := {x | mu A x ≤ mu B x ∧ mu A x ≤ mu C x}
```

A line is given by a point and a nonzero direction. The next definition says that each line leaves the set somewhere.

```lean
/-- Every straight line in the plane has a point outside `S`. -/
def ContainsNoLine (S : Set (ℝ × ℝ)) : Prop :=
  ∀ p d : ℝ × ℝ, d ≠ 0 → ∃ t : ℝ, p + t • d ∉ S
```

## From linearity to a unique triple point

The first lemma is the constant rate of change along a line. After the definitions are unfolded, `ring` closes the identity.

```lean
/-- Along a straight line the chemical potential changes linearly. -/
theorem mu_line (P : Phase) (x d : ℝ × ℝ) (t : ℝ) :
    mu P (x + t • d) = mu P x + t * rate P d := by
  simp only [mu, rate, Prod.fst_add, Prod.snd_add, Prod.smul_fst, Prod.smul_snd, smul_eq_mul]
  ring
```

The next lemma says that two differences fix the state. Its two `linear_combination` calls carry the multipliers used in the elimination above, and `hD` then removes the factor `disc A B C`.

```lean
/-- For non-collinear gradients, the two differences of chemical potential relative to
phase `A` determine the temperature and the pressure. -/
theorem state_eq_of_differences {A B C : Phase} (hD : disc A B C ≠ 0) {x y : ℝ × ℝ}
    (hB : mu B x - mu A x = mu B y - mu A y)
    (hC : mu C x - mu A x = mu C y - mu A y) : x = y := by
  simp only [mu] at hB hC
  have h1 : disc A B C * (x.1 - y.1) = 0 := by
    unfold disc
    linear_combination (B.v - A.v) * hC - (C.v - A.v) * hB
  have h2 : disc A B C * (x.2 - y.2) = 0 := by
    unfold disc
    linear_combination (B.s - A.s) * hC - (C.s - A.s) * hB
  exact Prod.ext (sub_eq_zero.mp ((mul_eq_zero.mp h1).resolve_left hD))
    (sub_eq_zero.mp ((mul_eq_zero.mp h2).resolve_left hD))
```

Existence follows Cramer's rule. The proof obtains `T` and `p` through their products with `disc A B C`, and checks each equality of potentials after multiplying it by that determinant.

```lean
/-- Three phases with non-collinear gradients have a triple point. -/
theorem exists_triple {A B C : Phase} (hD : disc A B C ≠ 0) : ∃ x, IsTriple A B C x := by
  -- Cramer's rule for the two coexistence conditions
  obtain ⟨T, hT⟩ : ∃ T : ℝ, disc A B C * T =
      (B.h - A.h) * (C.v - A.v) - (C.h - A.h) * (B.v - A.v) :=
    ⟨((B.h - A.h) * (C.v - A.v) - (C.h - A.h) * (B.v - A.v)) / disc A B C, by field_simp⟩
  obtain ⟨p, hp⟩ : ∃ p : ℝ, disc A B C * p =
      (C.s - A.s) * (B.h - A.h) - (B.s - A.s) * (C.h - A.h) :=
    ⟨((C.s - A.s) * (B.h - A.h) - (B.s - A.s) * (C.h - A.h)) / disc A B C, by field_simp⟩
  have hd : disc A B C =
      (B.s - A.s) * (C.v - A.v) - (C.s - A.s) * (B.v - A.v) := rfl
  refine ⟨(T, p), mul_left_cancel₀ hD ?_, mul_left_cancel₀ hD ?_⟩
  · simp only [mu]
    linear_combination (B.s - A.s) * hT - (B.v - A.v) * hp - (B.h - A.h) * hd
  · simp only [mu]
    linear_combination (C.s - A.s) * hT - (C.v - A.v) * hp - (C.h - A.h) * hd
```

## Convex regions without lines

Convexity holds for any three phases, with no condition on `disc`. The local statement `mix` is the formula for a weighted mean of two states, and the weighted inequalities are then added.

```lean
/-- The stable region of a phase is convex. -/
theorem stableRegion_convex (A B C : Phase) : Convex ℝ (stableRegion A B C) := by
  intro x hx y hy a b ha hb hab
  have mix : ∀ P : Phase, mu P (a • x + b • y) = a * mu P x + b * mu P y := by
    intro P
    simp only [mu, Prod.fst_add, Prod.snd_add, Prod.smul_fst, Prod.smul_snd, smul_eq_mul]
    linear_combination (-P.h) * hab
  change mu A (a • x + b • y) ≤ mu B (a • x + b • y) ∧
    mu A (a • x + b • y) ≤ mu C (a • x + b • y)
  rw [mix A, mix B, mix C]
  exact ⟨add_le_add (mul_le_mul_of_nonneg_left hx.1 ha) (mul_le_mul_of_nonneg_left hy.1 hb),
    add_le_add (mul_le_mul_of_nonneg_left hx.2 ha) (mul_le_mul_of_nonneg_left hy.2 hb)⟩
```

In the next proof, `flat` supplies the fact about slopes: if c + t m ≥ 0 for all t and m ≠ 0, then t = −(c + 1)/m gives the value −1, a contradiction. Applied to both differences, it makes the states `p + (1 : ℝ) • d` and `p` equal, against `d ≠ 0`. Here `p` is a point of the plane, not a pressure.

```lean
/-- For non-collinear gradients, the stable region of a phase contains no straight line. -/
theorem stableRegion_no_line {A B C : Phase} (hD : disc A B C ≠ 0) :
    ContainsNoLine (stableRegion A B C) := by
  intro p d hd
  by_contra hcon
  have h : ∀ t : ℝ, p + t • d ∈ stableRegion A B C := fun t => by
    by_contra ht
    exact hcon ⟨t, ht⟩
  -- a linear function bounded below on the whole line has zero slope
  have flat : ∀ c m : ℝ, (∀ t : ℝ, 0 ≤ c + t * m) → m = 0 := by
    intro c m hm
    by_contra hne
    have h1 := hm (-(c + 1) / m)
    rw [div_mul_cancel₀ _ hne] at h1
    linarith
  have hB := flat (mu B p - mu A p) (rate B d - rate A d) (fun t => by
    have h1 : mu A (p + t • d) ≤ mu B (p + t • d) := (h t).1
    simp only [mu_line] at h1
    linarith)
  have hC := flat (mu C p - mu A p) (rate C d - rate A d) (fun t => by
    have h1 : mu A (p + t • d) ≤ mu C (p + t • d) := (h t).2
    simp only [mu_line] at h1
    linarith)
  have heq : p + (1 : ℝ) • d = p := by
    apply state_eq_of_differences hD
    · simp only [mu_line]
      linear_combination hB
    · simp only [mu_line]
      linear_combination hC
  exact hd (by simpa using heq)
```

## The prolonged boundary

The main theorem assumes only `disc A B C ≠ 0`. It provides a state `x₀` and a nonzero direction `d` such that a state is a triple point if and only if it is `x₀`. It then lists convexity and the absence of lines for each of the three regions, identifies the A–B coexistence set with the line `x₀ + t • d`, and gives the strict inequalities for t > 0 and t < 0.

The proof builds `d` from the formula above, with `r` standing for 1/D. The statements `eqAB` and `gap` record that A and B stay equal along the line and that C differs from A by exactly `t`. The ordering on both sides follows from these by `linarith`. `hD1` and `hD2` carry the condition on the determinant to the cyclic relabellings, and the parameter of a given coexistence state is `mu C x - mu A x`, as in the derivation.

```lean
/-- Three phases with non-collinear gradients have exactly one triple point, their stable regions
are convex and contain no line, and the `A`-`B` coexistence line has `A` and `B` below `C` on one
side of the triple point and `C` strictly lowest on the other. -/
theorem one_eighty_degree_rule {A B C : Phase} (hD : disc A B C ≠ 0) :
    ∃ x₀ d : ℝ × ℝ, d ≠ 0 ∧ (∀ x, IsTriple A B C x ↔ x = x₀) ∧
      (Convex ℝ (stableRegion A B C) ∧ ContainsNoLine (stableRegion A B C)) ∧
      (Convex ℝ (stableRegion B C A) ∧ ContainsNoLine (stableRegion B C A)) ∧
      (Convex ℝ (stableRegion C A B) ∧ ContainsNoLine (stableRegion C A B)) ∧
      (∀ x, mu A x = mu B x ↔ ∃ t : ℝ, x = x₀ + t • d) ∧
      (∀ t : ℝ, 0 < t → mu A (x₀ + t • d) < mu C (x₀ + t • d) ∧
        mu B (x₀ + t • d) < mu C (x₀ + t • d)) ∧
      (∀ t : ℝ, t < 0 → mu C (x₀ + t • d) < mu A (x₀ + t • d) ∧
        mu C (x₀ + t • d) < mu B (x₀ + t • d)) := by
  obtain ⟨x₀, hAB, hAC⟩ := exists_triple hD
  -- direction that keeps A and B in equilibrium and raises C relative to them at unit rate
  obtain ⟨d, hd1, hd2⟩ : ∃ d, rate A d = rate B d ∧ rate C d = rate A d + 1 := by
    have hr : disc A B C * (disc A B C)⁻¹ = 1 := mul_inv_cancel₀ hD
    generalize (disc A B C)⁻¹ = r at hr
    unfold disc at hr
    refine ⟨((B.v - A.v) * r, (B.s - A.s) * r), ?_, ?_⟩
    · simp only [rate]
      ring
    · simp only [rate]
      linear_combination hr
  have eqAB : ∀ t : ℝ, mu A (x₀ + t • d) = mu B (x₀ + t • d) := fun t => by
    simp only [mu_line]
    linear_combination hAB + t * hd1
  have gap : ∀ t : ℝ, mu C (x₀ + t • d) = mu A (x₀ + t • d) + t := fun t => by
    simp only [mu_line]
    linear_combination -hAC + t * hd2
  have hD1 : disc B C A ≠ 0 := by
    have e : disc B C A = disc A B C := by unfold disc; ring
    rwa [e]
  have hD2 : disc C A B ≠ 0 := by
    have e : disc C A B = disc A B C := by unfold disc; ring
    rwa [e]
  refine ⟨x₀, d, ?_, ?_, ⟨stableRegion_convex A B C, stableRegion_no_line hD⟩,
    ⟨stableRegion_convex B C A, stableRegion_no_line hD1⟩,
    ⟨stableRegion_convex C A B, stableRegion_no_line hD2⟩, ?_, ?_, ?_⟩
  · rintro rfl
    simp [rate] at hd2
  · intro x
    constructor
    · rintro ⟨h1, h2⟩
      exact state_eq_of_differences hD (by linarith) (by linarith)
    · rintro rfl
      exact ⟨hAB, hAC⟩
  · intro x
    constructor
    · intro hx
      refine ⟨mu C x - mu A x, state_eq_of_differences hD ?_ ?_⟩
      · linarith [eqAB (mu C x - mu A x)]
      · linarith [gap (mu C x - mu A x)]
    · rintro ⟨t, rfl⟩
      exact eqAB t
  · intro t ht
    constructor <;> linarith [eqAB t, gap t]
  · intro t ht
    constructor <;> linarith [eqAB t, gap t]
```

## Collinear gradients

If D = 0, a triple point need not exist, but one that does exist is never isolated. The direction (Δv_B, Δs_B) keeps μ_B − μ_A constant and changes μ_C − μ_A at the rate D = 0. If this vector vanishes, (Δv_C, Δs_C) serves instead; if both vanish, all three gradients agree and any direction will do. The case distinctions in the proof follow this order of choice, with `(1, 0)` as the direction in the last case. The result is a whole line of triple points through the given one, so the uniqueness found above fails.

```lean
/-- If the gradients are collinear, every triple point lies on a whole line of triple points. -/
theorem triple_line_of_collinear {A B C : Phase} (hD : disc A B C = 0) {x₀ : ℝ × ℝ}
    (h₀ : IsTriple A B C x₀) :
    ∃ d : ℝ × ℝ, d ≠ 0 ∧ ∀ t : ℝ, IsTriple A B C (x₀ + t • d) := by
  obtain ⟨hAB, hAC⟩ := h₀
  unfold disc at hD
  -- a common direction along which all three potentials change equally
  obtain ⟨d, hd, h1, h2⟩ : ∃ d : ℝ × ℝ, d ≠ 0 ∧ rate A d = rate B d ∧ rate A d = rate C d := by
    by_cases hB : ((B.v - A.v, B.s - A.s) : ℝ × ℝ) = 0
    · have hBs : B.s - A.s = 0 := congrArg Prod.snd hB
      by_cases hC : ((C.v - A.v, C.s - A.s) : ℝ × ℝ) = 0
      · have hCs : C.s - A.s = 0 := congrArg Prod.snd hC
        refine ⟨(1, 0), by simp, ?_, ?_⟩
        · simp only [rate]
          linear_combination hBs
        · simp only [rate]
          linear_combination hCs
      · refine ⟨_, hC, ?_, ?_⟩
        · simp only [rate]
          linear_combination hD
        · simp only [rate]
          ring
    · refine ⟨_, hB, ?_, ?_⟩
      · simp only [rate]
        ring
      · simp only [rate]
        linear_combination -hD
  refine ⟨d, hd, fun t => ⟨?_, ?_⟩⟩
  · simp only [mu_line]
    linear_combination hAB + t * h1
  · simp only [mu_line]
    linear_combination hAC + t * h2

end CoexistenceLines
```

```lean
#print axioms CoexistenceLines.one_eighty_degree_rule
#print axioms CoexistenceLines.triple_line_of_collinear
```

```
'CoexistenceLines.one_eighty_degree_rule' depends on axioms: [propext, Classical.choice, Quot.sound]
'CoexistenceLines.triple_line_of_collinear' depends on axioms: [propext, Classical.choice, Quot.sound]
```
